# A fragment with a nondegenerate ground level is uncorrelated with its partner in every ground state of a noninteracting pair

Take a two-level fragment with energies $0$ and $\Delta>0$. Beside it, without any interaction, sits a second two-level fragment whose levels both have energy $0$. The partner is degenerate, so the pair has many ground states. Can one of them be entangled? Try

$$|\psi\rangle=\cos\theta\,|00\rangle+\sin\theta\,|11\rangle,\qquad E(\theta)=\Delta\sin^2\theta .$$

Entanglement needs both amplitudes. The second one puts weight on the excited level of the first fragment, which costs energy that the partner cannot repay, so the minimum has $\sin\theta=0$ and is a product. In the limiting case $\Delta=0$ the energy vanishes for every $\theta$, and the Bell state at $\theta=\pi/4$ is an entangled ground state. With both fragments degenerate, the product form can therefore fail.

The general result concerns two noninteracting fragments with finitely many basis states each. If the lowest level of the first is nondegenerate, with unit vector $u$, then every ground state of the pair, pure or mixed, is $uu^\dagger\otimes\rho_B$, where $\rho_B$ is the reduced state of the second fragment.

## The pair, its energy and its states

```lean
import Mathlib

open Matrix
open scoped Kronecker ComplexOrder

namespace NondegenerateFragment

noncomputable section

variable {m n : Type*} [Fintype m] [DecidableEq m] [Fintype n] [DecidableEq n]
```

The types `m` and `n` are not numbers: they are the finite sets of labels for the basis states of the first and second fragment. A basis state of the pair is labelled by $(i,k)$, with $i$ in `m` and $k$ in `n`.

```lean
/-- The Hamiltonian `A ⊗ 1 + 1 ⊗ B` of two noninteracting fragments. -/
def pairHamiltonian (A : Matrix m m ℂ) (B : Matrix n n ℂ) : Matrix (m × n) (m × n) ℂ :=
  A ⊗ₖ 1 + 1 ⊗ₖ B
```

This is $H=A\otimes 1+1\otimes B$, with no coupling term. The symbol `⊗ₖ` is the Kronecker product.

```lean
/-- The energy of the state `ρ`: the real part of `tr (ρ H)`. -/
def energy (H ρ : Matrix n n ℂ) : ℝ := (trace (ρ * H)).re
```

The energy is $E_H(\rho)=\operatorname{Re}\operatorname{tr}(\rho H)$. Because of the real part, $B$ need not be Hermitian below: in a density matrix, only its Hermitian part contributes. For Hermitian $B$ this is the usual expectation value.

```lean
/-- A density matrix is positive semidefinite and has trace one. -/
def IsDensity (ρ : Matrix n n ℂ) : Prop := ρ.PosSemidef ∧ trace ρ = 1
```

A density matrix is positive semidefinite, which in Mathlib includes Hermitian, and has trace one.

```lean
/-- A ground state is a density matrix of least energy among all density matrices. -/
def IsGroundState (H ρ : Matrix n n ℂ) : Prop :=
  IsDensity ρ ∧ ∀ σ, IsDensity σ → energy H ρ ≤ energy H σ
```

"Ground state" here means a density matrix of least energy. Textbooks often reserve the term for a vector; this definition also admits mixtures within a degenerate level.

```lean
/-- The state of the second fragment, obtained by tracing out the first. -/
def partialTrace (ρ : Matrix (m × n) (m × n) ℂ) : Matrix n n ℂ :=
  Matrix.of fun k l => ∑ i, ρ (i, k) (i, l)
```

In formulas, $(\rho_B)_{kl}=\sum_i\rho_{(i,k),(i,l)}$. The first fragment is the one traced out.

```lean
/-- The matrix `u uᴴ` of a state vector `u`. -/
def pureState (u : m → ℂ) : Matrix m m ℂ := vecMulVec u (star u)
```

This is $uu^\dagger$, with entries $u_iu_j^*$. It is a normalised state only when $u$ is a unit vector.

```lean
/-- The Hamiltonian `A - a`, with energies counted from `a`. -/
def excitation (A : Matrix m m ℂ) (a : ℝ) : Matrix m m ℂ := A - (a : ℂ) • 1
```

Despite its name, `excitation` is not an excited state but the shifted Hamiltonian $K=A-a$.

```lean
/-- The real number `a` is the lowest eigenvalue of the Hermitian matrix `A`, and its
eigenspace is spanned by the unit vector `u`. -/
structure IsNondegenerateGround (A : Matrix m m ℂ) (a : ℝ) (u : m → ℂ) : Prop where
  unit : star u ⬝ᵥ u = 1
  eig : A *ᵥ u = (a : ℂ) • u
  lowest : (excitation A a).PosSemidef
  unique : ∀ x, A *ᵥ x = (a : ℂ) • x → ∃ c : ℂ, x = c • u
```

The four conditions say that $u^\dagger u=1$, that $Au=au$, that $A-a\ge 0$, and that every solution of $Ax=ax$ is a multiple of $u$. The third makes $A$ Hermitian and $a$ its lowest level; the fourth is nondegeneracy. Nothing comparable is asked of $B$.

## Zero excitation energy means annihilation

```lean
/-- A positive semidefinite observable `K` has nonnegative energy in a positive semidefinite
`ρ`, and if that energy is zero then `K ρ = 0`. -/
theorem energy_posSemidef {ρ K : Matrix n n ℂ} (hρ : ρ.PosSemidef) (hK : K.PosSemidef) :
    0 ≤ energy K ρ ∧ (energy K ρ = 0 → K * ρ = 0) := by
  have hs : ∀ r : ℝ, 0 ≤ r → (r : ℂ) = star (Real.sqrt r : ℂ) * (Real.sqrt r : ℂ) := by
    intro r hr
    rw [Complex.star_def, Complex.conj_ofReal, ← Complex.ofReal_mul, Real.mul_self_sqrt hr]
  -- every positive semidefinite matrix is of the form `Cᴴ C`
  have fac : ∀ M : Matrix n n ℂ, M.PosSemidef → ∃ C : Matrix n n ℂ, M = Cᴴ * C := by
    intro M hM
    have h := hM.1.spectral_theorem
    rw [Unitary.conjStarAlgAut_apply] at h
    let s : n → ℂ := fun i => (Real.sqrt (hM.1.eigenvalues i) : ℂ)
    have hd : diagonal (RCLike.ofReal ∘ hM.1.eigenvalues) = (diagonal s)ᴴ * diagonal s := by
      rw [diagonal_conjTranspose, diagonal_mul_diagonal]
      congr 1
      funext i
      exact hs _ (hM.eigenvalues_nonneg i)
    refine ⟨diagonal s * (hM.1.eigenvectorUnitary : Matrix n n ℂ)ᴴ, h.trans ?_⟩
    rw [hd, conjTranspose_mul, conjTranspose_conjTranspose]
    simp only [Matrix.mul_assoc]
    rfl
  obtain ⟨D, rfl⟩ := fac ρ hρ
  obtain ⟨C, rfl⟩ := fac K hK
  have h : trace (Dᴴ * D * (Cᴴ * C)) = trace ((D * Cᴴ)ᴴ * (D * Cᴴ)) := by
    rw [← Matrix.mul_assoc (Dᴴ * D) Cᴴ C, Matrix.trace_mul_comm]
    simp only [conjTranspose_mul, conjTranspose_conjTranspose, Matrix.mul_assoc]
  obtain ⟨hr, hi⟩ := Complex.le_def.mp
    (posSemidef_conjTranspose_mul_self (D * Cᴴ)).trace_nonneg
  unfold energy
  rw [h]
  refine ⟨hr, fun h0 => ?_⟩
  have hX : D * Cᴴ = 0 :=
    trace_conjTranspose_mul_self_eq_zero_iff.mp (Complex.ext h0 hi.symm)
  calc Cᴴ * C * (Dᴴ * D) = Cᴴ * (D * Cᴴ)ᴴ * D := by
        simp only [conjTranspose_mul, conjTranspose_conjTranspose, Matrix.mul_assoc]
    _ = 0 := by rw [hX]; simp
```

For positive semidefinite $\rho$ and $K$, the theorem says that $\operatorname{Re}\operatorname{tr}(\rho K)\ge 0$, and that if it is zero then $K\rho=0$.

By hand, write $\rho=D^\dagger D$ and $K=C^\dagger C$, and set $X=DC^\dagger$. Cycling the trace gives

$$\operatorname{tr}(\rho K)=\operatorname{tr}(CD^\dagger DC^\dagger)=\operatorname{tr}(X^\dagger X)=\sum_{p,q}|X_{pq}|^2\ge 0 .$$

If this vanishes, then $X=0$ and $K\rho=C^\dagger CD^\dagger D=C^\dagger X^\dagger D=0$.

In Lean, `fac` supplies the factors: it diagonalises $M=V\Lambda V^\dagger$ and takes $\sqrt{\Lambda}\,V^\dagger$. The two `obtain` lines that use it substitute the factorised forms, `h` is the cyclic step, and the closing `calc` is the last chain of equalities.

## Splitting the energy

```lean
/-- For a trace-one `ρ` and any real `a`, the pair energy is `a`, plus the energy of `A - a` on
the first fragment, plus the energy of `B` in the partial trace. -/
theorem energy_pair (A : Matrix m m ℂ) (B : Matrix n n ℂ) (a : ℝ)
    {ρ : Matrix (m × n) (m × n) ℂ} (hρ : trace ρ = 1) :
    energy (pairHamiltonian A B) ρ =
      a + energy (excitation A a ⊗ₖ (1 : Matrix n n ℂ)) ρ + energy B (partialTrace ρ) := by
  have hA : A ⊗ₖ (1 : Matrix n n ℂ) = excitation A a ⊗ₖ 1 + (a : ℂ) • 1 := by
    unfold excitation
    conv_lhs => rw [← sub_add_cancel A ((a : ℂ) • (1 : Matrix m m ℂ))]
    rw [add_kronecker, smul_kronecker, one_kronecker_one]
  -- an observable of the second fragment sees only the partial trace
  have hB : trace (ρ * ((1 : Matrix m m ℂ) ⊗ₖ B)) = trace (partialTrace ρ * B) := by
    simp only [trace, diag_apply, Matrix.mul_apply, Fintype.sum_prod_type,
      kroneckerMap_apply, partialTrace, Matrix.of_apply, Finset.sum_mul]
    have h : ∀ i k, ∑ j, ∑ l, ρ (i, k) (j, l) * ((1 : Matrix m m ℂ) j i * B l k) =
        ∑ l, ρ (i, k) (i, l) * B l k := by
      intro i k
      rw [Finset.sum_eq_single i]
      · simp
      · intro j _ hj
        simp [Matrix.one_apply_ne hj]
      · simp
    simp only [h]
    exact Finset.sum_comm.trans (Finset.sum_congr rfl fun k _ => Finset.sum_comm)
  unfold energy pairHamiltonian
  rw [hA, Matrix.mul_add, Matrix.mul_add, trace_add, trace_add, hB, Matrix.mul_smul,
    Matrix.mul_one, trace_smul, hρ]
  simp only [Complex.add_re, smul_eq_mul, mul_one, Complex.ofReal_re]
  ring
```

For any $\rho$ of trace one,

$$E_H(\rho)=a+E_{K\otimes1}(\rho)+E_B(\rho_B).$$

The first two terms come from $A\otimes1=K\otimes1+a\,1$, which is `hA`. The third, `hB`, comes from

$$\operatorname{tr}\big(\rho(1\otimes B)\big)=\sum_{i,k,j,l}\rho_{(i,k),(j,l)}\,\delta_{ji}B_{lk}=\sum_{k,l}(\rho_B)_{kl}B_{lk}.$$

`Finset.sum_eq_single` carries out the sum over the Kronecker delta.

```lean
omit [DecidableEq m] [DecidableEq n] in
/-- The partial trace of a density matrix is a density matrix. -/
theorem isDensity_partialTrace {ρ : Matrix (m × n) (m × n) ℂ} (hρ : IsDensity ρ) :
    IsDensity (partialTrace ρ) := by
  constructor
  · have h : partialTrace ρ = ∑ i, ρ.submatrix (fun k => (i, k)) (fun k => (i, k)) := by
      ext k l
      simp [partialTrace, Matrix.sum_apply]
    rw [h]
    exact posSemidef_sum _ fun i _ => hρ.1.submatrix _
  · rw [← hρ.2]
    simp only [trace, diag_apply, partialTrace, Matrix.of_apply, Fintype.sum_prod_type]
    exact Finset.sum_comm
```

The reduced state is again a density matrix. It is the sum over $i$ of the diagonal blocks $\rho_{(i,k),(i,l)}$, each positive semidefinite as a principal submatrix of $\rho$. Its trace is $\sum_k\sum_i\rho_{(i,k),(i,k)}=\operatorname{tr}\rho=1$.

```lean
omit [DecidableEq m] [Fintype n] [DecidableEq n] in
/-- Tracing out a first fragment in the normalised pure state `u` returns the factor `σ`. -/
theorem partialTrace_product {u : m → ℂ} (hu : star u ⬝ᵥ u = 1) (σ : Matrix n n ℂ) :
    partialTrace (pureState u ⊗ₖ σ) = σ := by
  ext k l
  change ∑ i, (u i * star (u i)) * σ k l = σ k l
  have h : ∑ i, u i * star (u i) = 1 :=
    (Finset.sum_congr rfl fun i _ => mul_comm _ _).trans hu
  rw [← Finset.sum_mul, h, one_mul]
```

Tracing out the first factor of $uu^\dagger\otimes\sigma$ gives $\sum_i|u_i|^2\,\sigma_{kl}=\sigma_{kl}$, because $u$ is normalised.

## The product as a trial state

```lean
/-- With `u` the nondegenerate ground vector of `A` at energy `a` and `σ` a density matrix,
`u uᴴ ⊗ σ` is a density matrix whose pair energy is `a` plus the energy of `B` in `σ`. -/
theorem product_trial_state {A : Matrix m m ℂ} {a : ℝ} {u : m → ℂ}
    (hA : IsNondegenerateGround A a u) (B : Matrix n n ℂ) {σ : Matrix n n ℂ}
    (hσ : IsDensity σ) :
    IsDensity (pureState u ⊗ₖ σ) ∧
      energy (pairHamiltonian A B) (pureState u ⊗ₖ σ) = a + energy B σ := by
  have hP : (pureState u).PosSemidef := by
    convert posSemidef_conjTranspose_mul_self
      (Matrix.of fun (_ : Unit) j => star (u j)) using 1
    ext i j
    simp [pureState, vecMulVec_apply, Matrix.mul_apply]
  have hPt : trace (pureState u) = 1 :=
    (Finset.sum_congr rfl fun i _ => mul_comm _ _).trans hA.unit
  have ht : trace (pureState u ⊗ₖ σ) = 1 := by
    rw [trace_kronecker, hPt, hσ.2, one_mul]
  -- `A - a` annihilates the pure state
  have h0 : excitation A a * pureState u = 0 := by
    have h1 : excitation A a *ᵥ u = 0 := by
      rw [excitation, Matrix.sub_mulVec, Matrix.smul_mulVec, Matrix.one_mulVec, hA.eig,
        sub_self]
    rw [pureState, Matrix.mul_vecMulVec, h1]
    ext i j
    simp [vecMulVec_apply]
  have h2 : energy (excitation A a ⊗ₖ (1 : Matrix n n ℂ)) (pureState u ⊗ₖ σ) = 0 := by
    rw [energy, Matrix.trace_mul_comm, ← mul_kronecker_mul, h0, zero_kronecker]
    simp
  refine ⟨⟨hP.kronecker hσ.1, ht⟩, ?_⟩
  rw [energy_pair A B a ht, partialTrace_product hA.unit, h2, add_zero]
```

For any density matrix $\sigma$ of the second fragment, $uu^\dagger\otimes\sigma$ is a density matrix of the pair with energy $a+E_B(\sigma)$.

Positivity and trace one pass from the factors to the product. Since $Ku=Au-au=0$, we have $K\,uu^\dagger=0$, and so

$$\operatorname{tr}\big((K\otimes1)(uu^\dagger\otimes\sigma)\big)=\operatorname{tr}(K\,uu^\dagger\otimes\sigma)=0 .$$

The energy formula then leaves $a+E_B(\sigma)$. These two facts are `h0` and `h2` in the proof.

## From annihilation to a product

```lean
/-- If the unit vector `u` spans the lowest eigenspace of `A`, at energy `a`, and a Hermitian `ρ` is
annihilated by `(A - a) ⊗ 1`, then `ρ` is the product of `u uᴴ` and its partial trace. -/
theorem product_of_annihilated {A : Matrix m m ℂ} {a : ℝ} {u : m → ℂ}
    (hA : IsNondegenerateGround A a u) {ρ : Matrix (m × n) (m × n) ℂ} (hρ : ρ.IsHermitian)
    (hK : (excitation A a ⊗ₖ (1 : Matrix n n ℂ)) * ρ = 0) :
    ρ = pureState u ⊗ₖ partialTrace ρ := by
  -- each slice of `ρ` along the first fragment is a multiple of `u`
  have slice : ∀ k q, ∃ c : ℂ, ∀ i, ρ (i, k) q = c * u i := by
    intro k q
    have h0 : excitation A a *ᵥ (fun i => ρ (i, k) q) = 0 := by
      ext i
      have h := congrFun (congrFun hK (i, k)) q
      rw [Matrix.mul_apply, Fintype.sum_prod_type] at h
      generalize excitation A a = M at h ⊢
      simpa [kroneckerMap_apply, Matrix.one_apply, mulVec, dotProduct] using h
    rw [excitation, Matrix.sub_mulVec, Matrix.smul_mulVec, Matrix.one_mulVec,
      sub_eq_zero] at h0
    obtain ⟨c, hc⟩ := hA.unique _ h0
    exact ⟨c, fun i => congrFun hc i⟩
  choose c hc using slice
  have hu : ∑ i, star (u i) * u i = 1 := hA.unit
  have hcc : ∀ k q, c k q = ∑ i, star (u i) * ρ (i, k) q := by
    intro k q
    calc c k q = c k q * ∑ i, star (u i) * u i := by rw [hu, mul_one]
      _ = _ := by
        rw [Finset.mul_sum]
        exact Finset.sum_congr rfl fun i _ => by rw [hc k q i]; ring
  -- Hermiticity gives the same structure in the column index
  have hd : ρ = pureState u ⊗ₖ
      Matrix.of (fun k l => ∑ i, star (u i) * star (c l (i, k))) := by
    ext ⟨i, k⟩ ⟨j, l⟩
    rw [hc k (j, l) i, hcc k (j, l), kroneckerMap_apply, pureState, vecMulVec_apply,
      Matrix.of_apply, Finset.sum_mul, Finset.mul_sum]
    refine Finset.sum_congr rfl fun r _ => ?_
    rw [← hρ.apply (r, k) (j, l), hc l (r, k) j, star_mul', Pi.star_apply]
    ring
  rw [hd, partialTrace_product hA.unit]
```

Suppose that $\rho$ is Hermitian and $(K\otimes1)\rho=0$. Fix $k$ and a column label $q=(j,l)$. The vector $x_i=\rho_{(i,k),q}$ satisfies $Kx=0$, so nondegeneracy makes it a multiple of $u$:

$$\rho_{(i,k),q}=c_{k,q}\,u_i,\qquad c_{k,q}=\sum_r u_r^*\,\rho_{(r,k),q}.$$

The second equation uses $u^\dagger u=1$. Hermiticity now gives $\rho_{(r,k),(j,l)}=\rho_{(j,l),(r,k)}^*=c_{l,(r,k)}^*\,u_j^*$. Inserting this yields

$$\rho_{(i,k),(j,l)}=u_iu_j^*\,\sigma_{kl},\qquad \sigma_{kl}=\sum_r u_r^*\,c_{l,(r,k)}^* .$$

Tracing out the first fragment identifies $\sigma$ with $\rho_B$. The Lean steps `slice`, `hcc` and `hd` are these three displayed stages, and `choose` turns the separate multiples into one function $c$.

## Every ground state factorises

```lean
/-- If the lowest eigenspace of `A` is spanned by the unit vector `u`, every ground state `ρ` of
the noninteracting pair is the product of `u uᴴ` and its partial trace, and this partial trace
is a ground state of `B`. -/
theorem ground_state_factorises {A : Matrix m m ℂ} {a : ℝ} {u : m → ℂ}
    (hA : IsNondegenerateGround A a u) {B : Matrix n n ℂ} {ρ : Matrix (m × n) (m × n) ℂ}
    (hρ : IsGroundState (pairHamiltonian A B) ρ) :
    ρ = pureState u ⊗ₖ partialTrace ρ ∧ IsGroundState B (partialTrace ρ) := by
  have h0 := energy_posSemidef hρ.1.1
    (hA.lowest.kronecker (PosSemidef.one (n := n) (R := ℂ)))
  -- compare `ρ` with the product trial states
  have h : ∀ σ, IsDensity σ → energy (excitation A a ⊗ₖ (1 : Matrix n n ℂ)) ρ
      + energy B (partialTrace ρ) ≤ energy B σ := by
    intro σ hσ
    obtain ⟨hd, he⟩ := product_trial_state hA B hσ
    have h1 := hρ.2 _ hd
    rw [he, energy_pair A B a hρ.1.2] at h1
    linarith
  have hB := isDensity_partialTrace hρ.1
  -- the choice `σ = ρ_B` leaves no excitation energy in the first fragment
  exact ⟨product_of_annihilated hA hρ.1.1.1 (h0.2 (by linarith [h _ hB, h0.1])),
    hB, fun σ hσ => by linarith [h σ hσ, h0.1]⟩

end

end NondegenerateFragment
```

The hypotheses are a nondegenerate ground level of $A$ and a ground state $\rho$ of the pair. The conclusion has two parts: $\rho=uu^\dagger\otimes\rho_B$, and $\rho_B$ is a ground state of $B$.

Let $x=E_{K\otimes1}(\rho)$, which is nonnegative. Comparing $\rho$ with the trial state $uu^\dagger\otimes\sigma$ gives, for every density matrix $\sigma$,

$$x+E_B(\rho_B)\le E_B(\sigma).$$

This is `h` in the proof. Choosing $\sigma=\rho_B$ gives $x\le0$, hence $x=0$, hence $(K\otimes1)\rho=0$, and the previous theorem supplies the product. For general $\sigma$, discarding $x\ge0$ leaves $E_B(\rho_B)\le E_B(\sigma)$, which is the second part. `linarith` does this arithmetic with inequalities.

```lean
#print axioms NondegenerateFragment.ground_state_factorises
```

```
'NondegenerateFragment.ground_state_factorises' depends on axioms: [propext, Classical.choice, Quot.sound]
```

## Helium beside a distant hydrogen atom

In electronic structure, the result describes a closed-shell fragment far from an open-shell one, as long as the two are noninteracting and each has a finite basis. The step from real atoms to the model is to replace two distant systems that share identical electrons by an uncoupled tensor product.

Consider helium with two electrons and hydrogen with one, where helium's lowest level in the chosen basis is a nondegenerate singlet and hydrogen's is a spin doublet. Exact diagonalisation of the uncoupled pair returns some normalised vector from a two-dimensional ground level. Arrange its coefficients as a matrix, with helium states $i$ as rows and hydrogen states $k$ as columns. Then $C_{ik}=u_iv_k$, where the unit vector $v$ contains whichever superposition of spin up and spin down the eigensolver picked. The matrix has one nonzero singular value, equal to $1$.

For two such hydrogen atoms, both fragments are degenerate. The singlet combination of their spins is then one of the ground states, and its coefficient matrix has two singular values equal to $1/\sqrt2$.
